# Square-root and three-halves absorption edges of non-interacting isotropic parabolic bands

Let e be a real vector in three dimensions and let n run over all directions. Then

∫ (e·n)² dΩ = (4π/3)|e|².

Let K(E) = √(2μ(E − Eg)) with μ > 0 and E > Eg. The integrals of 1 and of (e·k)² over wavevectors k with |k| < K(E) have the energy derivatives

d/dE ∫ 1 d³k = 4πμK,

d/dE ∫ (e·k)² d³k = (4π/3)μ|e|²K³.

The first grows as (E − Eg)^(1/2) and the second as (E − Eg)^(3/2).

Here E is the photon energy, Eg the direct gap and μ the reduced mass of electron and hole, in units with ħ = 1. Isotropic parabolic bands are separated by Eg + k²/(2μ), so K(E) is the wavenumber at which a photon of energy E is resonant. If f(k) is the transition strength, the spectrum ∫ f(k) δ(E − Eg − k²/(2μ)) d³k is the E-derivative of the integral of f over |k| < K(E). Constant strength describes an allowed transition. The strength (e·k)² is a simple model of a forbidden one: the matrix element vanishes at k = 0 and is proportional to the component of k along the polarisation e.

For non-interacting electrons near a direct gap, where the bands are isotropic and parabolic and the strength has one of these two forms, these laws give, up to a constant factor, the leading onset that a computed spectrum should approach when the k-point sampling is converged at each broadening and the broadening is then reduced.

## From the angular integral to the two power laws

Write the direction with polar angle θ and azimuth φ as n = (sin θ cos φ, sin θ sin φ, cos θ), and number components from 0 to 2. For a real 3×3 matrix A,

n·An = A₀₀ sin²θ cos²φ + (A₀₁ + A₁₀) sin²θ cos φ sin φ + A₁₁ sin²θ sin²φ
  + (A₀₂ + A₂₀) sin θ cos θ cos φ + (A₁₂ + A₂₁) sin θ cos θ sin φ + A₂₂ cos²θ.

Over a full turn in φ, cos²φ and sin²φ each integrate to π, the constant 1 gives 2π, and cos φ sin φ, cos φ and sin φ give zero. With the weight sin θ, what remains is

π(A₀₀ + A₁₁) sin³θ + 2πA₂₂ cos²θ sin θ.

An antiderivative of sin³θ is −cos θ + cos³θ/3, and one of cos²θ sin θ is −cos³θ/3. Between 0 and π they give 4/3 and 2/3, so

∫ n·An dΩ = (4π/3)(A₀₀ + A₁₁ + A₂₂) = (4π/3) tr A.

The choice Aᵢⱼ = eᵢeⱼ gives n·An = (e·n)² and tr A = |e|².

Now let f be homogeneous of degree m, so that f(rk) = r^m f(k), and let S be its integral over the unit sphere. With the volume weight r² sin θ, the radial dependence separates:

∫ f d³k over |k| < K = S ∫₀^K r^(m+2) dr = S K^(m+3)/(m+3).

Differentiating K² = 2μ(E − Eg) gives 2K dK/dE = 2μ, hence dK/dE = μ/K. The chain rule then yields

d/dE [S K^(m+3)/(m+3)] = S K^(m+2) · μ/K = μK^(m+1) S.

For f = 1 we have m = 0 and S = 2π · 2 = 4π, which gives 4πμK. For f = (e·k)² we have m = 2 and S = (4π/3)|e|², which gives (4π/3)μ|e|²K³. Finally, K^n = (2μ)^(n/2)(E − Eg)^(n/2), and n = 1 and n = 3 show the two exponents.

The same argument works for bands in a plane, a case that the Lean file leaves out. The area weight is r instead of r², so the spectrum is μK^m times the integral of f over the unit circle. Constant strength gives the step 2πμ, and (e·k)² with e in the plane gives πμ|e|²K², which is linear in E − Eg.

## Directions, integrals and the resonant wavenumber in Lean

```lean
import Mathlib

open Real Matrix

namespace InterbandAbsorptionEdges

noncomputable section
```

Vectors are functions `Fin 3 → ℝ`, with components numbered 0, 1 and 2.

```lean
/-- The unit vector with polar angle `θ` and azimuth `φ`. -/
def direction (θ φ : ℝ) : Fin 3 → ℝ :=
  ![sin θ * cos φ, sin θ * sin φ, cos θ]
```

The sphere integral is an iterated integral over θ and φ with the weight sin θ.

```lean
/-- The integral of `f` over the unit sphere in spherical angles. -/
def sphereIntegral (f : (Fin 3 → ℝ) → ℝ) : ℝ :=
  ∫ θ in (0 : ℝ)..π, ∫ φ in (0 : ℝ)..(2 * π), f (direction θ φ) * sin θ
```

The ball integral adds the radius and the weight r² sin θ. Both integrals are defined in spherical coordinates; their equality with surface and volume integrals is the usual change of variables, which the file does not prove.

```lean
/-- For `K ≥ 0`, the integral of `f` over wavevectors of length below `K`, in spherical coordinates.
-/
def ballIntegral (K : ℝ) (f : (Fin 3 → ℝ) → ℝ) : ℝ :=
  ∫ r in (0 : ℝ)..K, ∫ θ in (0 : ℝ)..π, ∫ φ in (0 : ℝ)..(2 * π),
    f (r • direction θ φ) * (r ^ 2 * sin θ)
```

The next definition contains the band model: one isotropic reduced mass, a direct gap, and no electron–hole attraction or broadening. The prefactors that turn the spectrum into an absorption coefficient are also left out.

```lean
/-- For `μ > 0` and `E ≥ Eg`, the wavenumber `K` at which isotropic parabolic bands with reduced
mass `μ` and gap `Eg` are separated by the photon energy `E` (units with `ħ = 1`). -/
def edgeWavenumber (μ Eg E : ℝ) : ℝ := √(2 * μ * (E - Eg))
```

## The angular integrals

The azimuthal lemma treats all six terms of the quadratic form at once. It states an explicit antiderivative, checks its derivative with sin²x + cos²x = 1 in the `linear_combination` step, and takes the difference of the end values.

```lean
/-- The integral over a full turn of a trigonometric polynomial of degree two. -/
lemma azimuthal_integral (a b c d p q : ℝ) :
    ∫ x in (0 : ℝ)..(2 * π), (a * cos x ^ 2 + b * (cos x * sin x) + c * sin x ^ 2
      + d * cos x + p * sin x + q) = π * a + π * c + 2 * π * q := by
  have h : ∀ x : ℝ, HasDerivAt (fun x => a / 2 * (x + sin x * cos x)
      + b / 2 * (sin x * sin x) + c / 2 * (x - sin x * cos x)
      + d * sin x + (-p) * cos x + q * x)
      (a * cos x ^ 2 + b * (cos x * sin x) + c * sin x ^ 2
        + d * cos x + p * sin x + q) x := by
    intro x
    have h1 := Real.hasDerivAt_sin x
    have h2 := Real.hasDerivAt_cos x
    have h3 := hasDerivAt_id' x
    refine ((((((h3.fun_add (h1.fun_mul h2)).const_mul (a / 2)).fun_add
      ((h1.fun_mul h1).const_mul (b / 2))).fun_add
      ((h3.fun_sub (h1.fun_mul h2)).const_mul (c / 2))).fun_add
      (h1.const_mul d)).fun_add (h2.const_mul (-p))).fun_add
      (h3.const_mul q) |>.congr_deriv ?_
    linear_combination (-(a + c) / 2) * Real.sin_sq_add_cos_sq x
  rw [intervalIntegral.integral_eq_sub_of_hasDerivAt (fun x _ => h x)
    (Continuous.intervalIntegrable (by fun_prop) _ _)]
  simp only [Real.sin_two_pi, Real.cos_two_pi, Real.sin_zero, Real.cos_zero]
  ring
```

The polar lemma works in the same way, with the antiderivative −α cos θ + ((α − β)/3) cos³θ.

```lean
/-- The polar-angle integral of `α sin³θ + β cos²θ sin θ`. -/
lemma polar_integral (α β : ℝ) :
    ∫ x in (0 : ℝ)..π, (α * sin x ^ 3 + β * (cos x ^ 2 * sin x))
      = 4 * α / 3 + 2 * β / 3 := by
  have h : ∀ x : ℝ, HasDerivAt
      (fun x => (-α) * cos x + (α - β) / 3 * (cos x * (cos x * cos x)))
      (α * sin x ^ 3 + β * (cos x ^ 2 * sin x)) x := by
    intro x
    have h2 := Real.hasDerivAt_cos x
    refine ((h2.const_mul (-α)).fun_add
      ((h2.fun_mul (h2.fun_mul h2)).const_mul ((α - β) / 3))).congr_deriv ?_
    linear_combination (-α * sin x) * Real.sin_sq_add_cos_sq x
  rw [intervalIntegral.integral_eq_sub_of_hasDerivAt (fun x _ => h x)
    (Continuous.intervalIntegrable (by fun_prop) _ _)]
  simp only [Real.cos_pi, Real.cos_zero]
  ring
```

In the theorem on quadratic forms, `n ⬝ᵥ A *ᵥ n` is n·An, and A need not be symmetric. The step `inner_int` expands the form into components and applies the azimuthal lemma, with the factor sin θ absorbed into the coefficients. The polar lemma then produces the trace.

```lean
/-- The integral of the quadratic form `n·An` over all directions `n` is `4π/3` times
the trace of `A`. -/
theorem sphereIntegral_quadratic (A : Matrix (Fin 3) (Fin 3) ℝ) :
    sphereIntegral (fun n => n ⬝ᵥ A *ᵥ n) = 4 * π / 3 * A.trace := by
  have inner_int : ∀ θ : ℝ, ∫ φ in (0 : ℝ)..(2 * π),
      (direction θ φ ⬝ᵥ A *ᵥ direction θ φ) * sin θ
      = π * (A 0 0 + A 1 1) * sin θ ^ 3 + 2 * π * A 2 2 * (cos θ ^ 2 * sin θ) := by
    intro θ
    have key := azimuthal_integral (A 0 0 * sin θ ^ 3) ((A 0 1 + A 1 0) * sin θ ^ 3)
      (A 1 1 * sin θ ^ 3) ((A 0 2 + A 2 0) * (sin θ ^ 2 * cos θ))
      ((A 1 2 + A 2 1) * (sin θ ^ 2 * cos θ)) (A 2 2 * (cos θ ^ 2 * sin θ))
    refine (intervalIntegral.integral_congr fun φ _ => ?_).trans (key.trans (by ring))
    have d0 : direction θ φ 0 = sin θ * cos φ := rfl
    have d1 : direction θ φ 1 = sin θ * sin φ := rfl
    have d2 : direction θ φ 2 = cos θ := rfl
    simp only [dotProduct, Matrix.mulVec, Fin.sum_univ_three, d0, d1, d2]
    ring
  simp only [sphereIntegral, inner_int]
  rw [polar_integral]
  simp only [Matrix.trace, Matrix.diag_apply, Fin.sum_univ_three]
  ring
```

For (e·n)² the matrix has the entries `e i * e j`. The squared length is written `e ⬝ᵥ e`, because Mathlib's norm on `Fin 3 → ℝ` is the largest absolute component and not the Euclidean length.

```lean
/-- The integral of `(e·n)²` over all directions `n` is `4π|e|²/3`. -/
theorem sphereIntegral_dot_sq (e : Fin 3 → ℝ) :
    sphereIntegral (fun n => (e ⬝ᵥ n) ^ 2) = 4 * π / 3 * (e ⬝ᵥ e) := by
  have h : (fun n : Fin 3 → ℝ => (e ⬝ᵥ n) ^ 2)
      = fun n => n ⬝ᵥ (Matrix.of fun i j => e i * e j) *ᵥ n := by
    funext n
    simp only [dotProduct, Matrix.mulVec, Fin.sum_univ_three, Matrix.of_apply]
    ring
  rw [h, sphereIntegral_quadratic]
  simp only [Matrix.trace, Matrix.diag_apply, Matrix.of_apply, dotProduct]
```

## Homogeneous strengths

The hypothesis `hf` requires f(rk) = r^m f(k) for every real r, including zero and negative values. For m = 0 it therefore forces f to be constant, and for odd m it makes f odd, so that the sphere integral vanishes. The proof pulls r^(m+2) out of the angular integrals and then integrates the power of r.

```lean
/-- For a strength homogeneous of degree `m` in the wavevector, the integral over the ball
of radius `K` is `K^(m+3)/(m+3)` times the integral over the unit sphere. -/
theorem ballIntegral_homogeneous (f : (Fin 3 → ℝ) → ℝ) (m : ℕ)
    (hf : ∀ (r : ℝ) (k : Fin 3 → ℝ), f (r • k) = r ^ m * f k) (K : ℝ) :
    ballIntegral K f = K ^ (m + 3) / ((m : ℝ) + 3) * sphereIntegral f := by
  have h : ∀ r : ℝ, ∫ θ in (0 : ℝ)..π, ∫ φ in (0 : ℝ)..(2 * π),
      f (r • direction θ φ) * (r ^ 2 * sin θ) = r ^ (m + 2) * sphereIntegral f := by
    intro r
    have hr : ∀ θ φ : ℝ, f (r • direction θ φ) * (r ^ 2 * sin θ)
        = r ^ (m + 2) * (f (direction θ φ) * sin θ) := by
      intro θ φ
      rw [hf]
      ring
    simp only [hr, intervalIntegral.integral_const_mul, sphereIntegral]
  have z : (0 : ℝ) ^ (m + 2 + 1) = 0 := zero_pow (by omega)
  simp only [ballIntegral, h]
  rw [intervalIntegral.integral_mul_const, integral_pow, z]
  push_cast
  ring
```

In the next theorem, `HasDerivAt F d E` means that F is differentiable at E with derivative d. The step `hK` is dK/dE = μ/K, obtained from the chain rule for the square root. That rule needs a non-zero argument, and μ > 0 and E > Eg make the argument positive. The last lines differentiate K^(m+3) and cancel m + 3 and one factor of K.

```lean
/-- Above the gap, a strength homogeneous of degree `m` in the wavevector has the spectrum
`μ K^(m+1)` times its integral over the unit sphere. -/
theorem edge_homogeneous (f : (Fin 3 → ℝ) → ℝ) (m : ℕ)
    (hf : ∀ (r : ℝ) (k : Fin 3 → ℝ), f (r • k) = r ^ m * f k)
    {μ Eg E : ℝ} (hμ : 0 < μ) (hE : Eg < E) :
    HasDerivAt (fun E => ballIntegral (edgeWavenumber μ Eg E) f)
      (μ * edgeWavenumber μ Eg E ^ (m + 1) * sphereIntegral f) E := by
  have hpos : 0 < 2 * μ * (E - Eg) := mul_pos (by linarith) (by linarith)
  have hK0 : edgeWavenumber μ Eg E ≠ 0 := (Real.sqrt_pos.mpr hpos).ne'
  have h1 : HasDerivAt (fun E => 2 * μ * (E - Eg)) (2 * μ) E :=
    (((hasDerivAt_id' E).sub_const Eg).const_mul (2 * μ)).congr_deriv (by ring)
  -- the edge wavenumber grows at the rate `μ / K`
  have hK : HasDerivAt (fun E => edgeWavenumber μ Eg E) (μ / edgeWavenumber μ Eg E) E :=
    (h1.sqrt hpos.ne').congr_deriv (mul_div_mul_left μ _ two_ne_zero)
  have hm : (m : ℝ) + 3 ≠ 0 := by positivity
  simp only [ballIntegral_homogeneous f m hf]
  refine (((hK.fun_pow (m + 3)).div_const _).mul_const _).congr_deriv ?_
  rw [show m + 3 - 1 = m + 1 + 1 by omega, pow_succ _ (m + 1)]
  push_cast
  field_simp
```

Without homogeneity the formula can fail. Take f(k) = 1 + |k|², an allowed strength with a quadratic correction. Its sphere integral is 8π and its spectrum is 4πμ(K + K³). At K = 2 the spectrum equals 40πμ, whereas the formula would give 2^(m+4)πμ, and 40 is not a power of two. No m works; the two terms have to be treated separately and added.

The condition E > Eg plays a milder role. At E = Eg the slope dK/dE diverges, so this route to the derivative breaks down, but K^(m+3) still has derivative zero there, in agreement with the formula.

## Allowed and forbidden edges

The two edges are the cases m = 0 and m = 2. The first part of the proof evaluates the sphere integral of 1 as 4π, and the second uses the integral of (e·n)² over all directions. The vector e need not be normalised; for a unit polarisation vector the factor `e ⬝ᵥ e` is 1.

```lean
/-- Above the gap, the energy derivatives of the integrals of `1` and `(e·k)²` over
wavevectors shorter than `K` are `4πμK` and `(4π/3)μ|e|²K³`. -/
theorem allowed_and_forbidden_edges (e : Fin 3 → ℝ) {μ Eg E : ℝ}
    (hμ : 0 < μ) (hE : Eg < E) :
    HasDerivAt (fun E => ballIntegral (edgeWavenumber μ Eg E) (fun _ => 1))
      (4 * π * μ * edgeWavenumber μ Eg E) E ∧
    HasDerivAt (fun E => ballIntegral (edgeWavenumber μ Eg E) (fun k => (e ⬝ᵥ k) ^ 2))
      (4 * π / 3 * μ * (e ⬝ᵥ e) * edgeWavenumber μ Eg E ^ 3) E := by
  constructor
  · have hs : sphereIntegral (fun _ => 1) = 4 * π := by
      simp only [sphereIntegral, one_mul, intervalIntegral.integral_const, smul_eq_mul,
        intervalIntegral.integral_const_mul, integral_sin, Real.cos_zero, Real.cos_pi]
      ring
    refine (edge_homogeneous (fun _ => 1) 0 (fun r k => by simp) hμ hE).congr_deriv ?_
    rw [hs]
    ring
  · refine (edge_homogeneous (fun k => (e ⬝ᵥ k) ^ 2) 2 (fun r k => ?_) hμ hE).congr_deriv ?_
    · simp only [dotProduct_smul, smul_eq_mul]
      ring
    · rw [sphereIntegral_dot_sq]
      ring
```

Circular and elliptical polarisation need a complex vector ε = a + ib with a and b real. Since k is real,

|ε·k|² = (a·k)² + (b·k)²,

which is the quadratic form with matrix entries aᵢaⱼ + bᵢbⱼ and trace |a|² + |b|² = |ε|². In Lean, `Complex.normSq` is the squared modulus, and the sum over `ε i * (k i : ℂ)` is ε·k. The proof rewrites the strength as this form and applies the homogeneous theorem with m = 2 together with the trace formula. In this isotropic model the forbidden edge therefore depends on the polarisation only through |ε|².

```lean
/-- Above the gap, for a complex polarisation vector `ε`, the energy derivative of the integral of
`|ε·k|²` over wavevectors shorter than `K` is `(4π/3)μ|ε|²K³`. -/
theorem forbidden_edge_complex (ε : Fin 3 → ℂ) {μ Eg E : ℝ} (hμ : 0 < μ) (hE : Eg < E) :
    HasDerivAt (fun E => ballIntegral (edgeWavenumber μ Eg E)
        (fun k => Complex.normSq (∑ i, ε i * (k i : ℂ))))
      (4 * π / 3 * μ * (∑ i, Complex.normSq (ε i)) * edgeWavenumber μ Eg E ^ 3) E := by
  -- the strength is a real quadratic form in the wavevector
  have h : (fun k : Fin 3 → ℝ => Complex.normSq (∑ i, ε i * (k i : ℂ)))
      = fun k => k ⬝ᵥ (Matrix.of fun i j =>
          (ε i).re * (ε j).re + (ε i).im * (ε j).im) *ᵥ k := by
    funext k
    simp only [dotProduct, Matrix.mulVec, Fin.sum_univ_three, Matrix.of_apply,
      Complex.normSq_apply, Complex.add_re, Complex.add_im, Complex.mul_re, Complex.mul_im,
      Complex.ofReal_re, Complex.ofReal_im]
    ring
  rw [h]
  refine (edge_homogeneous _ 2 (fun r k => ?_) hμ hE).congr_deriv ?_
  · simp only [Matrix.mulVec_smul, dotProduct_smul, smul_dotProduct, smul_eq_mul]
    ring
  · rw [sphereIntegral_quadratic]
    simp only [Matrix.trace, Matrix.diag_apply, Matrix.of_apply, Complex.normSq_apply]
    ring
```

The last theorem turns powers of K into powers of the energy above the gap. It writes the square root as the exponent 1/2, multiplies the exponents, and splits the power of the product 2μ(E − Eg), whose factors are both non-negative. With n = 1 and n = 3, the allowed edge becomes 4πμ(2μ)^(1/2)(E − Eg)^(1/2) and the forbidden edge (4π/3)μ|e|²(2μ)^(3/2)(E − Eg)^(3/2).

```lean
/-- At or above the gap, the `n`-th power of the edge wavenumber is
`(2μ)^(n/2) (E - Eg)^(n/2)`. -/
theorem edgeWavenumber_pow (n : ℕ) {μ Eg E : ℝ} (hμ : 0 < μ) (hE : Eg ≤ E) :
    edgeWavenumber μ Eg E ^ n
      = (2 * μ) ^ ((n : ℝ) / 2) * (E - Eg) ^ ((n : ℝ) / 2) := by
  have h1 : 0 ≤ 2 * μ := by linarith
  have h2 : 0 ≤ E - Eg := by linarith
  rw [edgeWavenumber, Real.sqrt_eq_rpow, ← Real.rpow_natCast,
    ← Real.rpow_mul (mul_nonneg h1 h2), show (1 / 2 : ℝ) * (n : ℝ) = (n : ℝ) / 2 by ring,
    Real.mul_rpow h1 h2]

end

end InterbandAbsorptionEdges
```

```lean
#print axioms InterbandAbsorptionEdges.allowed_and_forbidden_edges
#print axioms InterbandAbsorptionEdges.forbidden_edge_complex
#print axioms InterbandAbsorptionEdges.edgeWavenumber_pow
```

```
'InterbandAbsorptionEdges.allowed_and_forbidden_edges' depends on axioms: [propext, Classical.choice, Quot.sound]
'InterbandAbsorptionEdges.forbidden_edge_complex' depends on axioms: [propext, Classical.choice, Quot.sound]
'InterbandAbsorptionEdges.edgeWavenumber_pow' depends on axioms: [propext, Classical.choice, Quot.sound]
```
